# The exponential of a diagonal Jastrow operator multiplies each amplitude by its Jastrow factor

In a finite configuration basis, let a Jastrow operator be diagonal with real entries `J i`, and let a reference state have real amplitudes `φ i`, not assumed normalised. The theorem `exp_diagonal_mulVec` states that applying the matrix exponential of this operator to the reference gives the vector with amplitudes exp(`J i`) `φ i`. The attempt first tries to show, as `h`, that the exponential of the diagonal matrix is itself diagonal, with entries exp(`J i`). It then substitutes `h` into the goal and compares the two vectors component by component, using `mulVec_diagonal`.

This version doesn't compile in Lean 4 with Mathlib:

```lean
import Mathlib

open Matrix

namespace ExactJastrow

noncomputable section

variable {n : Type*} [Fintype n] [DecidableEq n]

omit [Fintype n] [DecidableEq n] in
/-- The reference `φ` multiplied in each configuration by the Jastrow factor `exp(J i)`. -/
def dress (J φ : n → ℝ) : n → ℝ := fun i => Real.exp (J i) * φ i

/-- The matrix exponential of a diagonal `J` multiplies each amplitude by `exp(J i)`. -/
theorem exp_diagonal_mulVec (J φ : n → ℝ) :
    NormedSpace.exp (diagonal J) *ᵥ φ = dress J φ := by
  have h : NormedSpace.exp (diagonal J) = diagonal (fun i => Real.exp (J i)) := by
    rw [Matrix.exp_diagonal, Pi.coe_exp, Real.exp_eq_exp_ℝ]
  rw [h]
  funext i
  exact mulVec_diagonal _ _ i

end

end ExactJastrow
```

The error:

```
Main.lean:19:29: error: Tactic `rewrite` failed: Did not find an occurrence of the pattern
  NormedSpace.exp ?x ?i
in the target expression
  diagonal (NormedSpace.exp J) = diagonal fun i => Real.exp (J i)

n : Type u_1
inst✝¹ : Fintype n
inst✝ : DecidableEq n
J φ : n → ℝ
⊢ diagonal (NormedSpace.exp J) = diagonal fun i => Real.exp (J i)
```

Cause. The error says that `rw` found nothing of the form `NormedSpace.exp ?x ?i`, the left side of `Pi.coe_exp`. That lemma concerns the exponential of a function evaluated at an index. After `Matrix.exp_diagonal`, however, the goal contains `diagonal (NormedSpace.exp J)`, where the exponential is passed to `diagonal` as a whole function, with no index applied, so the pattern does not match.

The repair keeps the first rewrite and then supplies the index. `congrArg diagonal` reduces the equality of diagonal matrices to equality of their entry functions, and `funext` reduces that to equality at an arbitrary `i`. The left side is now `NormedSpace.exp J i`, which `Pi.coe_exp` turns into `NormedSpace.exp (J i)`. Finally, `Real.exp_eq_exp_ℝ` identifies the real exponential on the right with `NormedSpace.exp`, so the two sides agree and `rw` closes the goal.

This version goes through:

```diff
@@ -17,5 +17,7 @@
     NormedSpace.exp (diagonal J) *ᵥ φ = dress J φ := by
   have h : NormedSpace.exp (diagonal J) = diagonal (fun i => Real.exp (J i)) := by
-    rw [Matrix.exp_diagonal, Pi.coe_exp, Real.exp_eq_exp_ℝ]
+    rw [Matrix.exp_diagonal]
+    refine congrArg diagonal (funext fun i => ?_)
+    rw [Pi.coe_exp, Real.exp_eq_exp_ℝ]
   rw [h]
   funext i
```
